# Rotation-invariant complex tensors of rank 2m on the plane form a space of dimension binomial(2m, m)

For every natural number $m$, the complex Cartesian tensors of rank $2m$ on the plane that are unchanged by all rotations form a complex vector space of dimension $\binom{2m}{m}$. In rank four this gives six independent constants, and in odd rank only the zero tensor is invariant. In a simulation of a film whose only spatial symmetry is rotation by every angle about its normal, $\binom{2m}{m}$ is the number of constants to determine for a response tensor of rank $2m$, provided that all indices lie in the plane and no further relation between components, such as symmetry under exchange of indices, is imposed. Chirality of the material alone does not guarantee this number: a half-turn about an axis in the film acts on in-plane indices as a reflection, and such a symmetry can lower it.

The derivation passes to circular components, where a rotation only multiplies each component by a phase, and then counts the components whose phase is always 1.

```lean
import Mathlib

open Finset

namespace PlanarInvariantTensors

noncomputable section
```

## Tensors and rotations

A tensor of rank $n$ is a family of complex numbers $T_i$, one for each index string $i=(i_1,\dots,i_n)$ whose entries each take two values. In Lean the two values are the elements `0` and `1` of `Fin 2`, standing for $x$ and $y$, and a string is a function `Fin n → Fin 2`.

```lean
/-- Complex Cartesian tensors of rank `n` on the plane, given by their components. -/
abbrev Tensor (n : ℕ) := (Fin n → Fin 2) → ℂ
```

A $2\times2$ matrix $A$ acts on every index at once:

$$(A\cdot T)_i=\sum_j\Big(\prod_k A_{i_k j_k}\Big)T_j .$$

The sum runs over all index strings $j$. For $n=1$ this is the usual action on a vector, and for $n=2$ it is $A\,T A^{\mathsf T}$. The definition also records that the action is linear in $T$.

```lean
/-- The action of a 2 × 2 matrix on all indices of a tensor at once. -/
def transform {n : ℕ} (A : Matrix (Fin 2) (Fin 2) ℂ) : Tensor n →ₗ[ℂ] Tensor n where
  toFun T i := ∑ j, (∏ k, A (i k) (j k)) * T j
  map_add' S T := by
    funext i
    simp [mul_add, Finset.sum_add_distrib]
  map_smul' c T := by
    funext i
    simp [Finset.mul_sum, mul_left_comm]
```

The rotation by a real angle $t$ is

$$R(t)=\begin{pmatrix}\cos t&-\sin t\\ \sin t&\cos t\end{pmatrix},$$

with its entries regarded as complex numbers.

```lean
/-- The rotation of the plane by the angle `t`. -/
def rotation (t : ℝ) : Matrix (Fin 2) (Fin 2) ℂ :=
  !![Complex.cos t, -Complex.sin t; Complex.sin t, Complex.cos t]
```

A tensor is isotropic if $R(t)\cdot T=T$ for every real $t$. Because all angles are required, it makes no difference whether the rotation turns the sample or the axes. Reflections are not required to leave $T$ unchanged, so tensors that distinguish the two senses of rotation in the plane are included. Sums and multiples of isotropic tensors are isotropic, so they form a subspace.

```lean
/-- The space of rank-`n` tensors that are unchanged by every rotation of the plane. -/
def isotropic (n : ℕ) : Submodule ℂ (Tensor n) where
  carrier := {T | ∀ t : ℝ, transform (rotation t) T = T}
  add_mem' := by
    intro S T hS hT t
    rw [map_add, hS t, hT t]
  zero_mem' := fun t => map_zero _
  smul_mem' := by
    intro c T hT t
    rw [map_smul, hT t]
```

## Circular components and helicity

For a vector $v$, the circular components are $v_x\pm\mathrm i v_y$, where the upright $\mathrm i$ is the imaginary unit. The matrix that produces them is

$$C=\begin{pmatrix}1&\mathrm i\\1&-\mathrm i\end{pmatrix}.$$

Its first row, index `0`, gives the plus component, and its second row, index `1`, the minus component. The unitary version is $C/\sqrt2$; leaving out the factor rescales all components of a rank-$n$ tensor by $2^{n/2}$ and does not affect which of them vanish.

```lean
/-- The matrix taking Cartesian components to the circular components `x + iy`, `x - iy`. -/
def toCircular : Matrix (Fin 2) (Fin 2) ℂ := !![1, Complex.I; 1, -Complex.I]
```

Solving for $v_x$ and $v_y$ gives the matrix of the return journey,

$$F=\begin{pmatrix}\tfrac12&\tfrac12\\-\tfrac{\mathrm i}{2}&\tfrac{\mathrm i}{2}\end{pmatrix}.$$

```lean
/-- The matrix taking circular components back to Cartesian ones. -/
def fromCircular : Matrix (Fin 2) (Fin 2) ℂ :=
  !![1 / 2, 1 / 2; -Complex.I / 2, Complex.I / 2]
```

Each plus index is given the helicity $s=+1$ and each minus index the helicity $s=-1$. Helicity is here only a label for how an index behaves under rotation, and should not be read as the helicity of a light wave or a particle.

```lean
/-- The helicity of a single circular index: `+1` for `x + iy` and `-1` for `x - iy`. -/
def spin (a : Fin 2) : ℤ := if a = 0 then 1 else -1
```

The helicity of a string is the sum over its positions, $h(i)=\sum_k s(i_k)$. The empty string has helicity zero.

```lean
/-- The total helicity of a string of circular indices. -/
def helicity {n : ℕ} (i : Fin n → Fin 2) : ℤ := ∑ k, spin (i k)
```

## Products and diagonal matrices

Acting with $AB$ is acting with $B$ and then with $A$. Expanding the product of sums gives one term for each intermediate string $l$:

$$\prod_k\sum_{a}A_{i_k a}B_{a j_k}=\sum_l\Big(\prod_k A_{i_k l_k}\Big)\Big(\prod_k B_{l_k j_k}\Big).$$

This is the auxiliary statement `h` in the proof. Multiplying by $T_j$, summing over $j$ and exchanging the two sums gives the claim.

```lean
/-- Acting with a product of matrices is acting with one after the other. -/
theorem transform_mul {n : ℕ} (A B : Matrix (Fin 2) (Fin 2) ℂ) (T : Tensor n) :
    transform (A * B) T = transform A (transform B T) := by
  funext i
  have h : ∀ j : Fin n → Fin 2, ∏ k, (A * B) (i k) (j k) =
      ∑ l : Fin n → Fin 2, (∏ k, A (i k) (l k)) * ∏ k, B (l k) (j k) := by
    intro j
    simp only [Matrix.mul_apply, Finset.prod_univ_sum, Fintype.piFinset_univ,
      Finset.prod_mul_distrib]
  change ∑ j : Fin n → Fin 2, (∏ k, (A * B) (i k) (j k)) * T j =
    ∑ l : Fin n → Fin 2, (∏ k, A (i k) (l k)) *
      ∑ j : Fin n → Fin 2, (∏ k, B (l k) (j k)) * T j
  simp only [h, Finset.sum_mul, Finset.mul_sum]
  rw [Finset.sum_comm]
  simp only [mul_assoc]
```

If $A$ is diagonal with entries $d_0,d_1$, a string $j\ne i$ differs from $i$ at some position $k$, where the factor $A_{i_kj_k}$ is zero. Only $j=i$ survives, so

$$(A\cdot T)_i=\Big(\prod_k d_{i_k}\Big)T_i .$$

```lean
/-- A diagonal matrix multiplies each tensor component by a product with one factor for each index
of the component, namely the diagonal entry belonging to that index. -/
theorem transform_diagonal {n : ℕ} (d : Fin 2 → ℂ) (T : Tensor n) (i : Fin n → Fin 2) :
    transform (Matrix.diagonal d) T i = (∏ k, d (i k)) * T i := by
  change ∑ j : Fin n → Fin 2, (∏ k, Matrix.diagonal d (i k) (j k)) * T j = _
  rw [Finset.sum_eq_single i]
  · simp only [Matrix.diagonal_apply_eq]
  · intro j _ hj
    obtain ⟨k, hk⟩ := Function.ne_iff.1 hj
    rw [Finset.prod_eq_zero (Finset.mem_univ k) (Matrix.diagonal_apply_ne d hk.symm), zero_mul]
  · intro h
    exact absurd (Finset.mem_univ i) h
```

Multiplying out gives $CF=1$. For square matrices this implies $FC=1$. The unit matrix is diagonal with entries 1, so it leaves every tensor unchanged, and by the product rule $C$ and $F$ undo each other on tensors of any rank.

```lean
/-- Passing to circular components and back, in either order, changes nothing. -/
theorem circular_inverse {n : ℕ} (T : Tensor n) :
    transform toCircular (transform fromCircular T) = T ∧
      transform fromCircular (transform toCircular T) = T := by
  have h1 : toCircular * fromCircular = 1 := by
    refine Matrix.ext (Fin.forall_fin_two.2 ⟨Fin.forall_fin_two.2 ⟨?_, ?_⟩,
      Fin.forall_fin_two.2 ⟨?_, ?_⟩⟩) <;>
    simp [toCircular, fromCircular, Matrix.mul_apply, Fin.sum_univ_two, Complex.ext_iff] <;>
    norm_num
  have one : transform (1 : Matrix (Fin 2) (Fin 2) ℂ) T = T := by
    funext i
    rw [← Matrix.diagonal_one, transform_diagonal]
    simp
  rw [← transform_mul, ← transform_mul, h1, mul_eq_one_comm.mp h1]
  exact ⟨one, one⟩
```

## The phase of each component

The first row of $CR(t)$ is

$$(\cos t+\mathrm i\sin t,\;-\sin t+\mathrm i\cos t)=e^{\mathrm it}(1,\mathrm i),$$

and the second is likewise $e^{-\mathrm it}(1,-\mathrm i)$. Hence

$$C\,R(t)=\begin{pmatrix}e^{\mathrm it}&0\\0&e^{-\mathrm it}\end{pmatrix}C .$$

Write $\tilde T=C\cdot T$ for the circular components of $T$. The product rule and the diagonal rule give

$$\big(C\cdot(R(t)\cdot T)\big)_i=\prod_k e^{\mathrm i s(i_k)t}\;\tilde T_i=e^{\mathrm i h(i)t}\,\tilde T_i .$$

In the proof, `key` is the matrix identity, checked entry by entry with Euler's formula. The final rewriting turns the product of exponentials into the exponential of a sum.

```lean
/-- Under a rotation by `t`, a circular component of helicity `h` acquires the phase
`exp (i h t)`. -/
theorem circular_rotation {n : ℕ} (t : ℝ) (T : Tensor n) (i : Fin n → Fin 2) :
    transform toCircular (transform (rotation t) T) i =
      Complex.exp (helicity i * t * Complex.I) * transform toCircular T i := by
  have h0 : Complex.exp ((spin 0 : ℂ) * t * Complex.I) =
      Complex.cos t + Complex.sin t * Complex.I := by
    rw [show (spin 0 : ℂ) * t * Complex.I = t * Complex.I by simp [spin], Complex.exp_mul_I]
  have h1 : Complex.exp ((spin 1 : ℂ) * t * Complex.I) =
      Complex.cos t - Complex.sin t * Complex.I := by
    rw [show (spin 1 : ℂ) * t * Complex.I = (-(t : ℂ)) * Complex.I by simp [spin],
      Complex.exp_mul_I, Complex.cos_neg, Complex.sin_neg]
    ring
  -- circular components diagonalise all rotations together
  have key : toCircular * rotation t =
      Matrix.diagonal (fun a => Complex.exp ((spin a : ℂ) * t * Complex.I)) * toCircular := by
    refine Matrix.ext (Fin.forall_fin_two.2 ⟨Fin.forall_fin_two.2 ⟨?_, ?_⟩,
      Fin.forall_fin_two.2 ⟨?_, ?_⟩⟩) <;>
    rw [Matrix.diagonal_mul, Matrix.mul_apply, Fin.sum_univ_two] <;>
    simp only [h0, h1, toCircular, rotation, Matrix.of_apply, Matrix.cons_val', 
      Matrix.cons_val_zero, Matrix.cons_val_one, Matrix.cons_val_fin_one] <;>
    first
      | ring1
      | linear_combination (-Complex.sin t) * Complex.I_sq
  rw [← transform_mul, key, transform_mul, transform_diagonal, ← Complex.exp_sum, helicity,
    Int.cast_sum, Finset.sum_mul, Finset.sum_mul]
```

Suppose $T$ is isotropic and $h(i)\neq0$. At the angle $t=\pi/h(i)$ the phase is $e^{\mathrm i\pi}=-1$, so $\tilde T_i=-\tilde T_i$ and therefore $\tilde T_i=0$.

Conversely, suppose that all components of nonzero helicity vanish. A rotation multiplies the remaining ones by $e^0=1$, so the rotated tensor has the same circular components as $T$. Applying $F$ shows that the two tensors are equal. The two branches of the proof are these two arguments.

```lean
/-- A tensor is isotropic exactly when all its circular components of nonzero helicity vanish. -/
theorem mem_isotropic_iff {n : ℕ} (T : Tensor n) :
    T ∈ isotropic n ↔ ∀ i, helicity i ≠ 0 → transform toCircular T i = 0 := by
  constructor
  · intro hT i hi
    -- the angle π / h turns the phase into -1
    have h := circular_rotation (Real.pi / (helicity i : ℝ)) T i
    have hc : (helicity i : ℂ) ≠ 0 := Int.cast_ne_zero.2 hi
    have hp : (helicity i : ℂ) * ((Real.pi / (helicity i : ℝ) : ℝ) : ℂ) * Complex.I =
        Real.pi * Complex.I := by
      push_cast
      field_simp
    rw [hT, hp, Complex.exp_pi_mul_I] at h
    linear_combination h / 2
  · intro h t
    have h2 : transform toCircular (transform (rotation t) T) = transform toCircular T := by
      funext i
      rw [circular_rotation]
      by_cases hi : helicity i = 0
      · simp [hi]
      · rw [h i hi, mul_zero]
    rw [← (circular_inverse (transform (rotation t) T)).2, h2, (circular_inverse T).2]
```

## Free constants

An isotropic tensor is thus fixed by its zero-helicity components, and these can be chosen freely. Given any values for them, set the other circular components to zero and apply $F$; the criterion just proved makes the result isotropic. Reading off the components and rebuilding the tensor are inverse linear maps. In Lean the free values are a function on the subtype of strings with `helicity i = 0`.

In rank two, for instance, the free components are

$$\tilde T_{+-}=T_{xx}+T_{yy}-\mathrm i(T_{xy}-T_{yx}),\qquad \tilde T_{-+}=T_{xx}+T_{yy}+\mathrm i(T_{xy}-T_{yx}).$$

They carry the trace and the antisymmetric part, as in a conductivity tensor with a longitudinal and a Hall constant.

```lean
/-- Isotropic tensors correspond linearly to free choices of the zero-helicity components. -/
def isotropicEquiv (n : ℕ) :
    isotropic n ≃ₗ[ℂ] ({i : Fin n → Fin 2 // helicity i = 0} → ℂ) where
  toFun T i := transform toCircular T.1 i.1
  map_add' S T := by
    funext i
    simp
  map_smul' c T := by
    funext i
    simp
  invFun f := ⟨transform fromCircular (fun i => if h : helicity i = 0 then f ⟨i, h⟩ else 0), by
    rw [mem_isotropic_iff]
    intro i hi
    rw [(circular_inverse _).1]
    exact dif_neg hi⟩
  left_inv T := by
    apply Subtype.ext
    have key : (fun i => if _h : helicity i = 0 then transform toCircular T.1 i else 0) =
        transform toCircular T.1 := by
      funext i
      by_cases h : helicity i = 0
      · rw [dif_pos h]
      · rw [dif_neg h, (mem_isotropic_iff T.1).1 T.2 i h]
    change transform fromCircular
      (fun i => if _h : helicity i = 0 then transform toCircular T.1 i else 0) = T.1
    rw [key, (circular_inverse T.1).2]
  right_inv f := by
    funext i
    change transform toCircular (transform fromCircular _) i.1 = f i
    rw [(circular_inverse _).1]
    exact dif_pos i.2
```

## Counting the strings of zero helicity

If $p$ of the $n$ indices are plus, the other $n-p$ are minus, and

$$h=p-(n-p)=2p-n .$$

In Lean, $p$ is the number of positions `k` with `i k = 0`.

```lean
/-- The helicity is twice the number of `x + iy` indices minus the rank. -/
theorem helicity_eq {n : ℕ} (i : Fin n → Fin 2) :
    helicity i = 2 * ((univ.filter (fun k => i k = 0)).card : ℤ) - n := by
  have h : ∀ a : Fin 2, spin a = 2 * (if a = 0 then 1 else 0) - 1 := by
    intro a
    unfold spin
    split_ifs <;> norm_num
  simp only [helicity, h, Finset.sum_sub_distrib, ← Finset.mul_sum, Finset.sum_boole]
  simp
```

For $n=2m$, zero helicity means $p=m$. A string is determined by the set of positions that carry a plus, so the strings of zero helicity correspond to the $m$-element subsets of $2m$ positions, of which there are $\binom{2m}{m}$. The proof gives the maps in both directions. Its four parts check that each map lands in the right set and that each undoes the other.

```lean
/-- In rank `2m` there are binomial(2m, m) index strings of zero helicity. -/
theorem card_zero_helicity (m : ℕ) :
    Fintype.card {i : Fin (2 * m) → Fin 2 // helicity i = 0} = (2 * m).choose m := by
  have hc : (2 * m).choose m = (powersetCard m (univ : Finset (Fin (2 * m)))).card := by simp
  rw [Fintype.card_subtype, hc]
  -- a string is fixed by the set of positions carrying the index x + iy
  refine Finset.card_bij' (fun i _ => univ.filter (fun k => i k = 0))
    (fun s _ => fun k => if k ∈ s then 0 else 1) ?_ ?_ ?_ ?_
  · intro i hi
    have h := (Finset.mem_filter.1 hi).2
    rw [helicity_eq] at h
    push_cast at h
    exact Finset.mem_powersetCard.2 ⟨Finset.subset_univ _, by omega⟩
  · intro s hs
    have hf : univ.filter (fun k => (if k ∈ s then (0 : Fin 2) else 1) = 0) = s := by
      ext k
      by_cases h : k ∈ s <;> simp [h]
    refine Finset.mem_filter.2 ⟨Finset.mem_univ _, ?_⟩
    rw [helicity_eq, hf, (Finset.mem_powersetCard.1 hs).2]
    push_cast
    ring
  · intro i _
    funext k
    have h2 : ∀ a : Fin 2, a = 0 ∨ a = 1 := by decide
    rcases h2 (i k) with h | h <;> simp [h]
  · intro s _
    ext k
    by_cases h : k ∈ s <;> simp [h]
```

## The dimension in even and odd rank

The space of isotropic tensors has the same dimension as the space of functions on the zero-helicity strings, which is the number of those strings:

$$\dim_{\mathbb C}\{T \text{ isotropic of rank } 2m\}=\binom{2m}{m}.$$

For $m=0$ this is 1, since a scalar is always invariant. `Module.finrank ℂ` is the dimension over the complex numbers. The invariance conditions are linear equations with real coefficients, so real tensors have equally many real constants, a step of linear algebra that is not carried out in Lean here.

```lean
/-- The rank-`2m` tensors on the plane invariant under every rotation form a complex vector
space of dimension binomial(2m, m). -/
theorem finrank_isotropic (m : ℕ) :
    Module.finrank ℂ (isotropic (2 * m)) = (2 * m).choose m := by
  rw [(isotropicEquiv (2 * m)).finrank_eq, Module.finrank_fintype_fun_eq_card,
    card_zero_helicity]
```

With $m=2$ the dimension is $\binom42=6$. The six free components are those with two plus and two minus indices. A material tensor with symmetric index pairs, such as an elastic tensor, has fewer constants, because those symmetries are further conditions.

```lean
/-- The rotation-invariant rank-four tensors on the plane have six independent constants. -/
theorem finrank_isotropic_four : Module.finrank ℂ (isotropic 4) = 6 :=
  (finrank_isotropic 2).trans (by decide)
```

In rank $2m+1$ the helicity $2p-(2m+1)$ is odd and so never zero. Every circular component of an isotropic tensor then vanishes, and applying $F$ gives $T=0$. In Lean, `⊥` is the subspace that contains only the zero tensor.

```lean
/-- In odd rank the only tensor on the plane invariant under every rotation is zero. -/
theorem isotropic_odd (m : ℕ) : isotropic (2 * m + 1) = ⊥ := by
  refine (Submodule.eq_bot_iff _).2 fun T hT => ?_
  have h : transform toCircular T = 0 := by
    funext i
    refine (mem_isotropic_iff T).1 hT i ?_
    rw [helicity_eq]
    push_cast
    omega
  rw [← (circular_inverse T).2, h, map_zero]

end

end PlanarInvariantTensors
```

```lean
#print axioms PlanarInvariantTensors.finrank_isotropic
-- 'PlanarInvariantTensors.finrank_isotropic' depends on axioms: [propext, Classical.choice, Quot.sound]
#print axioms PlanarInvariantTensors.finrank_isotropic_four
-- 'PlanarInvariantTensors.finrank_isotropic_four' depends on axioms: [propext, Classical.choice, Quot.sound]
#print axioms PlanarInvariantTensors.isotropic_odd
-- 'PlanarInvariantTensors.isotropic_odd' depends on axioms: [propext, Classical.choice, Quot.sound]
```
